# Across a spectral gap, residual coupling raises electronic levels by at most a quadratic amount

Some two-component relativistic calculations apply unitary transformations to the Dirac matrix to separate electronic from negative-energy states, then diagonalise only the electronic block. If the sequence of transformations is stopped early, some coupling between the blocks generally remains. How far off are the electronic levels when that coupling is ignored?

## A one-signed bound for every electronic level

Write the transformed Hamiltonian as

$$H=\begin{pmatrix}A&B\\B^\dagger&D\end{pmatrix},$$

with $A$ (electronic, dimension $N$) and $D$ (negative-energy) Hermitian. Let $a$ be a lower bound on the expectation values of $A$ for normalised states, $d$ an upper bound on those of $D$, and $a>d$: the electronic levels lie above the negative-energy ones. With levels in decreasing order, $\lambda_0\ge\lambda_1\ge\dots$,

$$0\le\lambda_k(H)-\lambda_k(A)\le\frac{\|B\|^2}{a-d},\qquad 0\le k<N,$$

where $\|B\|$ is the largest singular value of $B$.

## Stopping a decoupling iteration

For a fixed one-electron Hamiltonian in a finite orthonormal basis, the bound turns the size of the leftover block into an energy tolerance. The Frobenius norm of $B$ is a cheap upper bound for $\|B\|$. The sign is known too: levels computed from $A$ alone are never too high.

For one state in each block, with $A=a$, $D=d$, $B=b$ and $g=a-d$, the shift is $\tfrac12(\sqrt{g^2+4|b|^2}-g)$, which is $|b|^2/g$ to leading order. Weakening $a>d$ to $a\ge d$ loses the quadratic behaviour: at $a=d$ the shift is $|b|$.

## Trial states and a completed square

Expand $x$ in orthonormal eigenvectors of a Hermitian $M$, with coefficients $c_i$. Then $\|x\|^2=\sum_i|c_i|^2$ and $\langle x,Mx\rangle=\sum_i\lambda_i|c_i|^2$. Hence:

- on the span of the top $k+1$ eigenvectors, $\langle x,Mx\rangle\ge\lambda_k\|x\|^2$;
- under the $k$ constraints $c_0=\dots=c_{k-1}=0$, $\langle x,Mx\rangle\le\lambda_k\|x\|^2$.

Any $k$ linear constraints leave a nonzero vector in a $(k+1)$-dimensional space.

**Lower bound.** Choose $u\ne0$ in the top space of $A$ so that $x=(u,0)$ meets the constraints of $H$. Then
$$\lambda_k(A)\|u\|^2\le\langle u,Au\rangle=\langle x,Hx\rangle\le\lambda_k(H)\|u\|^2.$$

**Upper bound.** Choose $x=(u,v)\ne0$ in the top space of $H$ so that $u$ meets the constraints of $A$. Put $\mu=\lambda_k(A)$, $p=\|u\|$, $q=\|v\|$, $e=\|B\|$ and, from here on, $g=\mu-d$. Since $\mathrm{Re}\langle u,Bv\rangle\le epq$,

$$\lambda_k(H)(p^2+q^2)\le\mu p^2+2epq+dq^2=\mu(p^2+q^2)+2epq-gq^2.$$

An eigenvector of $A$ for $\mu$ gives $\mu\ge a$, so $g>0$ and

$$2epq-gq^2=\frac{e^2p^2}{g}-\frac{(ep-gq)^2}{g}\le\frac{e^2}{g}(p^2+q^2).$$

Dividing by $p^2+q^2$ gives a shift of at most $e^2/(\mu-d)\le e^2/(a-d)$.

**Remaining levels.** For $k\ge N$, the $N$ constraints $u=0$ leave a nonzero $x=(0,v)$ in the top space of $H$. Thus $\lambda_k(H)\|v\|^2\le\langle v,Dv\rangle\le d\|v\|^2$, so $\lambda_k(H)\le d$.

## The Lean file

```lean
import Mathlib

open Matrix ComplexConjugate
open scoped Matrix.Norms.L2Operator

namespace IncompleteDecoupling

noncomputable section

variable {ι n m : Type*} [Fintype ι] [DecidableEq ι] [Fintype n] [DecidableEq n]
  [Fintype m] [DecidableEq m]

/-- The squared norm of a state vector. -/
def weight {ι : Type*} [Fintype ι] (x : ι → ℂ) : ℝ := ∑ i, ‖x i‖ ^ 2

/-- The unnormalised energy expectation value `⟨x, M x⟩` (its real part). -/
def energy {ι : Type*} [Fintype ι] (M : Matrix ι ι ℂ) (x : ι → ℂ) : ℝ :=
  (star x ⬝ᵥ M *ᵥ x).re

/-- The block Hamiltonian with electronic block `A`, positronic block `D` and
residual coupling `B`. -/
def blockH (A : Matrix n n ℂ) (B : Matrix n m ℂ) (D : Matrix m m ℂ) :
    Matrix (n ⊕ m) (n ⊕ m) ℂ := fromBlocks A B Bᴴ D

/-- The position, counted from the top, of the `k`-th electronic level in the full spectrum. -/
def electronic (m : Type*) [Fintype m] (k : Fin (Fintype.card n)) :
    Fin (Fintype.card (n ⊕ m)) :=
  Fin.castLE (by rw [Fintype.card_sum]; omega) k

omit [Fintype n] [DecidableEq n] [Fintype m] [DecidableEq m] in
/-- The block Hamiltonian is Hermitian when its diagonal blocks are. -/
theorem blockH_isHermitian {A : Matrix n n ℂ} {D : Matrix m m ℂ} (hA : A.IsHermitian)
    (B : Matrix n m ℂ) (hD : D.IsHermitian) : (blockH A B D).IsHermitian :=
  Matrix.IsHermitian.fromBlocks hA rfl hD

omit [DecidableEq ι] in
/-- The weight of a state is the square of its Euclidean norm. -/
lemma weight_eq (x : ι → ℂ) : weight x = ‖WithLp.toLp 2 x‖ ^ 2 :=
  (EuclideanSpace.norm_sq_eq _).symm

omit [DecidableEq ι] in
/-- A nonzero state has positive weight. -/
lemma weight_pos {x : ι → ℂ} (hx : x ≠ 0) : 0 < weight x := by
  obtain ⟨i, hi⟩ := Function.ne_iff.1 hx
  exact Finset.sum_pos' (fun _ _ => by positivity)
    ⟨i, Finset.mem_univ i, pow_pos (norm_pos_iff.2 hi) 2⟩

/-- For a Hermitian matrix, in coordinates along ordered orthonormal eigenvectors, the squared norm
is the sum of the populations and the energy is the sum of the levels weighted by the populations.
-/
theorem exists_level_coordinates {M : Matrix ι ι ℂ} (hM : M.IsHermitian) :
    ∃ U : (ι → ℂ) ≃ₗ[ℂ] (Fin (Fintype.card ι) → ℂ), ∀ x,
      weight x = ∑ i, ‖U x i‖ ^ 2 ∧
      energy M x = ∑ i, hM.eigenvalues₀ i * ‖U x i‖ ^ 2 := by
  let e : Fin (Fintype.card ι) ≃ ι := Fintype.equivOfCardEq (Fintype.card_fin _)
  let b := hM.eigenvectorBasis.reindex e.symm
  have hin : ∀ y z : ι → ℂ, inner ℂ (WithLp.toLp 2 y) (WithLp.toLp 2 z) = star y ⬝ᵥ z :=
    fun y z => (EuclideanSpace.inner_eq_star_dotProduct _ _).trans (dotProduct_comm _ _)
  have hb : ∀ i, M *ᵥ (b i).ofLp = (hM.eigenvalues₀ i : ℂ) • (b i).ofLp := by
    intro i
    have hv : hM.eigenvalues (e i) = hM.eigenvalues₀ i := by
      change hM.eigenvalues₀ (e.symm (e i)) = _
      rw [Equiv.symm_apply_apply]
    have hbi : b i = hM.eigenvectorBasis (e i) := by simp [b]
    rw [hbi, hM.mulVec_eigenvectorBasis (e i), hv]
    ext j
    simp
  -- the Hamiltonian acts on each coordinate as multiplication by the level
  have hc : ∀ i (x : ι → ℂ), inner ℂ (b i) (WithLp.toLp 2 (M *ᵥ x)) =
      (hM.eigenvalues₀ i : ℂ) * inner ℂ (b i) (WithLp.toLp 2 x) := by
    intro i x
    have h1 : star (b i).ofLp ᵥ* M = (hM.eigenvalues₀ i : ℂ) • star (b i).ofLp := by
      have h := Matrix.star_mulVec M (b i).ofLp
      rw [hM.eq, hb] at h
      rw [← h]
      ext j
      simp
    have h2 := hin (b i).ofLp (M *ᵥ x)
    rw [Matrix.dotProduct_mulVec, h1, smul_dotProduct, smul_eq_mul,
      ← hin (b i).ofLp x] at h2
    exact h2
  have hre : ∀ (l : ℝ) (z : ℂ), (conj z * ((l : ℂ) * z)).re = l * ‖z‖ ^ 2 := by
    intro l z
    rw [Complex.sq_norm, Complex.normSq_apply]
    simp
    ring
  refine ⟨(WithLp.linearEquiv 2 ℂ (ι → ℂ)).symm ≪≫ₗ b.repr.toLinearEquiv ≪≫ₗ
    WithLp.linearEquiv 2 ℂ (Fin (Fintype.card ι) → ℂ), fun x => ⟨?_, ?_⟩⟩
  · rw [weight_eq, ← b.repr.norm_map, EuclideanSpace.norm_sq_eq]
    rfl
  · unfold energy
    rw [← hin, ← b.sum_inner_mul_inner, Complex.re_sum]
    refine Finset.sum_congr rfl fun i _ => ?_
    rw [hc, ← inner_conj_symm, hre, ← b.repr_apply_apply]
    rfl

/-- For a Hermitian matrix there is a trial space of dimension `k + 1` (`k` counted from zero) on
which the energy is at least the `k`-th highest level times the squared norm. -/
theorem exists_trial_space {M : Matrix ι ι ℂ} (hM : M.IsHermitian)
    (k : Fin (Fintype.card ι)) :
    ∃ J : (Fin ((k : ℕ) + 1) → ℂ) →ₗ[ℂ] (ι → ℂ), Function.Injective J ∧
      ∀ c, hM.eigenvalues₀ k * weight (J c) ≤ energy M (J c) := by
  obtain ⟨U, hU⟩ := exists_level_coordinates hM
  let P : (Fin ((k : ℕ) + 1) → ℂ) →ₗ[ℂ] (Fin (Fintype.card ι) → ℂ) :=
    { toFun := fun c i => if h : (i : ℕ) < (k : ℕ) + 1 then c ⟨i, h⟩ else 0
      map_add' := by
        intro x y
        funext i
        dsimp only [Pi.add_apply]
        split_ifs <;> simp
      map_smul' := by
        intro r x
        funext i
        dsimp only [Pi.smul_apply, RingHom.id_apply]
        split_ifs <;> simp }
  have hP : ∀ c (i : Fin ((k : ℕ) + 1)), P c ⟨i, by omega⟩ = c i :=
    fun c i => dif_pos i.isLt
  have hP0 : ∀ c i, ¬ i ≤ k → P c i = 0 :=
    fun c i hi => dif_neg (by rw [Fin.le_def] at hi; omega)
  refine ⟨U.symm.toLinearMap ∘ₗ P, fun c c' h => ?_, fun c => ?_⟩
  · have h' : P c = P c' := U.symm.injective h
    funext i
    rw [← hP c i, ← hP c' i, h']
  · have hUJ : U ((U.symm.toLinearMap ∘ₗ P) c) = P c := U.apply_symm_apply _
    rw [(hU _).1, (hU _).2, hUJ, Finset.mul_sum]
    refine Finset.sum_le_sum fun i _ => ?_
    by_cases hi : i ≤ k
    · exact mul_le_mul_of_nonneg_right (hM.eigenvalues₀_antitone hi) (by positivity)
    · simp [hP0 c i hi]

/-- For a Hermitian matrix there are `k` linear constraints under which the energy is at most the
`k`-th highest level (`k` counted from zero) times the squared norm. -/
theorem exists_constraints {M : Matrix ι ι ℂ} (hM : M.IsHermitian)
    (k : Fin (Fintype.card ι)) :
    ∃ L : (ι → ℂ) →ₗ[ℂ] (Fin (k : ℕ) → ℂ),
      ∀ x, L x = 0 → energy M x ≤ hM.eigenvalues₀ k * weight x := by
  obtain ⟨U, hU⟩ := exists_level_coordinates hM
  refine ⟨LinearMap.funLeft ℂ ℂ (Fin.castLE k.isLt.le) ∘ₗ U.toLinearMap, fun x hx => ?_⟩
  rw [(hU _).1, (hU _).2, Finset.mul_sum]
  refine Finset.sum_le_sum fun i _ => ?_
  by_cases hi : k ≤ i
  · exact mul_le_mul_of_nonneg_right (hM.eigenvalues₀_antitone hi) (by positivity)
  · have h0 : U x i = 0 := congrFun hx ⟨i, by rw [Fin.le_def] at hi; omega⟩
    simp [h0]

/-- Fewer linear constraints than trial parameters leave a nonzero choice of parameters. -/
lemma exists_common_state {κ : Type*} [Fintype κ] {p : ℕ}
    (T : (Fin p → ℂ) →ₗ[ℂ] (κ → ℂ)) (h : Fintype.card κ < p) : ∃ c, c ≠ 0 ∧ T c = 0 := by
  by_contra hc
  have inj : Function.Injective T := (injective_iff_map_eq_zero T).2
    fun c hT => by_contra fun h0 => hc ⟨c, h0, hT⟩
  have h2 := LinearMap.finrank_le_finrank_of_injective inj
  simp only [Module.finrank_fintype_fun_eq_card, Fintype.card_fin] at h2
  omega

omit [DecidableEq n] [DecidableEq m] in
/-- The weight of a state is the sum of the weights of its two components. -/
lemma weight_sum (x : n ⊕ m → ℂ) :
    weight x = weight (x ∘ Sum.inl) + weight (x ∘ Sum.inr) :=
  Fintype.sum_sum_type _

omit [DecidableEq n] [DecidableEq m] in
/-- The energy splits into the energies of the two components and a coupling term. -/
lemma energy_blockH (A : Matrix n n ℂ) (B : Matrix n m ℂ) (D : Matrix m m ℂ)
    (x : n ⊕ m → ℂ) : energy (blockH A B D) x = energy A (x ∘ Sum.inl) +
      2 * (star (x ∘ Sum.inl) ⬝ᵥ B *ᵥ (x ∘ Sum.inr)).re + energy D (x ∘ Sum.inr) := by
  have hs : ∀ p q, star x ⬝ᵥ Sum.elim p q =
      star (x ∘ Sum.inl) ⬝ᵥ p + star (x ∘ Sum.inr) ⬝ᵥ q := by
    intro p q
    simp [dotProduct, Fintype.sum_sum_type]
  have h : star (x ∘ Sum.inr) ⬝ᵥ Bᴴ *ᵥ (x ∘ Sum.inl) =
      star (star (x ∘ Sum.inl) ⬝ᵥ B *ᵥ (x ∘ Sum.inr)) := by
    rw [Matrix.dotProduct_mulVec, ← Matrix.star_mulVec]
    exact Matrix.star_dotProduct _ _
  unfold energy blockH
  rw [Matrix.fromBlocks_mulVec, hs, dotProduct_add, dotProduct_add, h]
  simp only [Complex.add_re, Complex.star_def, Complex.conj_re]
  ring

omit [DecidableEq n] in
/-- The real part of `⟨u, B v⟩` is at most the operator norm of `B` times the norms of `u` and `v`.
-/
lemma coupling_le (B : Matrix n m ℂ) (u : n → ℂ) (v : m → ℂ) :
    (star u ⬝ᵥ B *ᵥ v).re ≤ ‖B‖ * ‖WithLp.toLp 2 u‖ * ‖WithLp.toLp 2 v‖ := by
  have h1 : inner ℂ (WithLp.toLp 2 u) (WithLp.toLp 2 (B *ᵥ v)) = star u ⬝ᵥ B *ᵥ v :=
    (EuclideanSpace.inner_eq_star_dotProduct _ _).trans (dotProduct_comm _ _)
  have h2 : ‖WithLp.toLp 2 (B *ᵥ v)‖ ≤ ‖B‖ * ‖WithLp.toLp 2 v‖ :=
    Matrix.l2_opNorm_mulVec B (WithLp.toLp 2 v)
  rw [← h1]
  calc _ ≤ ‖inner ℂ (WithLp.toLp 2 u) (WithLp.toLp 2 (B *ᵥ v))‖ := Complex.re_le_norm _
    _ ≤ ‖WithLp.toLp 2 u‖ * ‖WithLp.toLp 2 (B *ᵥ v)‖ := norm_inner_le_norm _ _
    _ ≤ ‖WithLp.toLp 2 u‖ * (‖B‖ * ‖WithLp.toLp 2 v‖) := by gcongr
    _ = _ := by ring

variable {A : Matrix n n ℂ} {D : Matrix m m ℂ}

/-- Residual coupling never lowers an electronic level: the `k`-th highest level of the
block Hamiltonian is at least that of its electronic block. -/
theorem level_le (hA : A.IsHermitian) (B : Matrix n m ℂ) (hD : D.IsHermitian)
    (k : Fin (Fintype.card n)) :
    hA.eigenvalues₀ k ≤ (blockH_isHermitian hA B hD).eigenvalues₀ (electronic m k) := by
  obtain ⟨J, hJi, hJ⟩ := exists_trial_space hA k
  obtain ⟨L, hL⟩ := exists_constraints (blockH_isHermitian hA B hD) (electronic m k)
  -- electronic states, padded with a vanishing positronic component
  let E : (n → ℂ) →ₗ[ℂ] (n ⊕ m → ℂ) :=
    { toFun := fun u => Sum.elim u 0
      map_add' := by intro x y; funext i; cases i <;> simp
      map_smul' := by intro r x; funext i; cases i <;> simp }
  obtain ⟨c, hc, hT⟩ := exists_common_state (L ∘ₗ E ∘ₗ J)
    (by rw [Fintype.card_fin]; exact Nat.lt_succ_self _)
  have hx : J c ≠ 0 := fun h => hc (hJi (h.trans (map_zero J).symm))
  have h1 : energy (blockH A B D) (Sum.elim (J c) 0) ≤ _ * weight (Sum.elim (J c) 0) :=
    hL _ hT
  have h2 : energy (blockH A B D) (Sum.elim (J c) 0) = energy A (J c) := by
    rw [energy_blockH, Sum.elim_comp_inl, Sum.elim_comp_inr]
    simp [energy]
  have h3 : weight (Sum.elim (J c) (0 : m → ℂ)) = weight (J c) := by
    rw [weight_sum, Sum.elim_comp_inl, Sum.elim_comp_inr]
    simp [weight]
  rw [h2, h3] at h1
  exact le_of_mul_le_mul_right ((hJ c).trans h1) (weight_pos hx)

/-- If the positronic block is bounded above by `d` and the `k`-th electronic level lies above
`d`, coupling raises that level by at most `‖B‖²` over its own distance from `d`. -/
theorem level_shift_le (hA : A.IsHermitian) (B : Matrix n m ℂ) (hD : D.IsHermitian) {d : ℝ}
    (hd : ∀ v, energy D v ≤ d * weight v) (k : Fin (Fintype.card n))
    (hk : d < hA.eigenvalues₀ k) :
    (blockH_isHermitian hA B hD).eigenvalues₀ (electronic m k) ≤
      hA.eigenvalues₀ k + ‖B‖ ^ 2 / (hA.eigenvalues₀ k - d) := by
  obtain ⟨J, hJi, hJ⟩ := exists_trial_space (blockH_isHermitian hA B hD) (electronic m k)
  obtain ⟨L, hL⟩ := exists_constraints hA k
  obtain ⟨c, hc, hT⟩ := exists_common_state (L ∘ₗ LinearMap.funLeft ℂ ℂ Sum.inl ∘ₗ J)
    (by rw [Fintype.card_fin]; exact Nat.lt_succ_self _)
  have hx : J c ≠ 0 := fun h => hc (hJi (h.trans (map_zero J).symm))
  refine le_of_mul_le_mul_right ((hJ c).trans ?_) (weight_pos hx)
  have h1 : energy A (J c ∘ Sum.inl) ≤ _ * weight (J c ∘ Sum.inl) := hL _ hT
  have h2 := hd (J c ∘ Sum.inr)
  have h3 := coupling_le B (J c ∘ Sum.inl) (J c ∘ Sum.inr)
  rw [energy_blockH, weight_sum]
  rw [weight_eq] at h1 h2
  rw [weight_eq, weight_eq]
  generalize ‖WithLp.toLp 2 (J c ∘ Sum.inl)‖ = p at *
  generalize ‖WithLp.toLp 2 (J c ∘ Sum.inr)‖ = q at *
  generalize hA.eigenvalues₀ k = μ at *
  have hg : 0 < μ - d := sub_pos.2 hk
  -- complete the square in the coupling term
  have h4 : ‖B‖ ^ 2 / (μ - d) * p ^ 2 + (μ - d) * q ^ 2 - 2 * (‖B‖ * p * q) =
      (‖B‖ * p - (μ - d) * q) ^ 2 / (μ - d) := by
    have hg' := hg.ne'
    generalize μ - d = g at *
    field_simp
    ring
  have h5 : 0 ≤ (‖B‖ * p - (μ - d) * q) ^ 2 / (μ - d) := by positivity
  have h6 : 0 ≤ ‖B‖ ^ 2 / (μ - d) * q ^ 2 := by positivity
  linarith

/-- If the electronic block is bounded below by `a`, the positronic block above by `d`, and `a > d`,
then each of the top `Fintype.card n` levels of the block Hamiltonian exceeds the matching level of
the electronic block by between zero and `‖B‖² / (a - d)`. -/
theorem incomplete_decoupling_error (hA : A.IsHermitian) (B : Matrix n m ℂ)
    (hD : D.IsHermitian) {a d : ℝ} (ha : ∀ u, a * weight u ≤ energy A u)
    (hd : ∀ v, energy D v ≤ d * weight v) (had : d < a) (k : Fin (Fintype.card n)) :
    0 ≤ (blockH_isHermitian hA B hD).eigenvalues₀ (electronic m k) - hA.eigenvalues₀ k ∧
    (blockH_isHermitian hA B hD).eigenvalues₀ (electronic m k) - hA.eigenvalues₀ k ≤
      ‖B‖ ^ 2 / (a - d) := by
  -- every level of the electronic block is at least `a`
  have hk : a ≤ hA.eigenvalues₀ k := by
    obtain ⟨J, hJi, -⟩ := exists_trial_space hA k
    obtain ⟨L, hL⟩ := exists_constraints hA k
    obtain ⟨c, hc, hT⟩ := exists_common_state (L ∘ₗ J)
      (by rw [Fintype.card_fin]; exact Nat.lt_succ_self _)
    have hx : J c ≠ 0 := fun h => hc (hJi (h.trans (map_zero J).symm))
    exact le_of_mul_le_mul_right ((ha _).trans (hL _ hT)) (weight_pos hx)
  refine ⟨sub_nonneg.2 (level_le hA B hD k), ?_⟩
  have h1 := level_shift_le hA B hD hd k (had.trans_le hk)
  have h2 : ‖B‖ ^ 2 / (hA.eigenvalues₀ k - d) ≤ ‖B‖ ^ 2 / (a - d) :=
    div_le_div_of_nonneg_left (by positivity) (sub_pos.2 had) (by linarith)
  linarith

/-- If the positronic block is bounded above by `d`, all levels of the block Hamiltonian below the
top `Fintype.card n` stay at or below `d`, however strong the coupling. -/
theorem positronic_level_le (hA : A.IsHermitian) (B : Matrix n m ℂ) (hD : D.IsHermitian)
    {d : ℝ} (hd : ∀ v, energy D v ≤ d * weight v) (k : Fin (Fintype.card (n ⊕ m)))
    (hk : Fintype.card n ≤ k) : (blockH_isHermitian hA B hD).eigenvalues₀ k ≤ d := by
  obtain ⟨J, hJi, hJ⟩ := exists_trial_space (blockH_isHermitian hA B hD) k
  -- a trial state without electronic component
  obtain ⟨c, hc, hT⟩ := exists_common_state (LinearMap.funLeft ℂ ℂ Sum.inl ∘ₗ J)
    (Nat.lt_succ_of_le hk)
  have hx : J c ≠ 0 := fun h => hc (hJi (h.trans (map_zero J).symm))
  have hu : J c ∘ Sum.inl = 0 := hT
  refine le_of_mul_le_mul_right ((hJ c).trans ?_) (weight_pos hx)
  rw [energy_blockH, weight_sum, hu]
  simpa [energy, weight] using hd (J c ∘ Sum.inr)

end

end IncompleteDecoupling
```

```lean
#print axioms IncompleteDecoupling.level_shift_le
#print axioms IncompleteDecoupling.incomplete_decoupling_error
#print axioms IncompleteDecoupling.positronic_level_le
```

```
'IncompleteDecoupling.level_shift_le' depends on axioms: [propext, Classical.choice, Quot.sound]
'IncompleteDecoupling.incomplete_decoupling_error' depends on axioms: [propext, Classical.choice, Quot.sound]
'IncompleteDecoupling.positronic_level_le' depends on axioms: [propext, Classical.choice, Quot.sound]
```

## What is guaranteed, and for which matrices

`incomplete_decoupling_error` is the displayed bound. In Lean `n` and `m` are index types, and $N$ is `Fintype.card n`. The code calls the negative-energy block $D$ positronic; its levels are negative-energy solutions, not energies of physical positrons. `eigenvalues₀` lists levels in decreasing order from zero, and `electronic m k` is position $k$ in the longer list for `blockH A B D`. `weight` is the squared norm and `energy` the unnormalised expectation value, so `ha` and `hd` state the bounds $a$ and $d$ multiplied by $\|u\|^2$ and $\|v\|^2$.

`exists_level_coordinates` supplies the eigenvector expansion, `exists_trial_space` and `exists_constraints` the two inequalities, and `exists_common_state` the dimension count. `level_le` is the lower bound. `level_shift_le` completes the square in `h4` and gives the sharper denominator $\lambda_k(A)-d$, requiring only that this one level lie above $d$. The main theorem obtains $\lambda_k(A)\ge a$ from a common state of $A$'s own trial space and constraints. `positronic_level_le` places all remaining levels at or below $d$.

The theorems compare $A$ with $H$. Applying the bound to the original four-component matrix assumes that $H$ has the same spectrum, as an exactly unitary transformation ensures. It also assumes that $A$ is the complete electronic block of $H$. A finite-order Douglas–Kroll–Hess Hamiltonian drops higher-order terms from that block too, so neither the bound nor its sign applies directly to its levels. Basis-set error, rounding and changes in a self-consistent field are separate errors.
